# The Legendre objective at a probability vector is at most the negative entropy

The lemma `objective_le` concerns a nonempty finite set of states with real potentials x_i, which enter the partition function as exp(x_i), without a minus sign. It states that for every probability vector p and every choice of potentials, ∑ p_i x_i − log ∑ exp(x_i) ≤ ∑ p_i log p_i, where 0 log 0 counts as 0. The attempt applies the bound a (log b − log a) ≤ b − a to each state, with a = p_i and b the Boltzmann weight exp(x_i) / ∑ exp(x_j), and sums over the states. The left side should then become the difference of the two sides of the claim, and the right side should vanish because both sets of weights sum to one.

As first written in Lean, the proof fails:

```lean
import Mathlib

namespace ObjectiveLe

noncomputable section

variable {ι : Type*} [Fintype ι]

/-- A probability vector: nonnegative entries that sum to one. -/
def IsProb (p : ι → ℝ) : Prop := (∀ i, 0 ≤ p i) ∧ ∑ i, p i = 1

/-- The logarithm of the partition function, `log ∑ exp (x i)`, for reduced potentials `x`
on a nonempty finite set of states. -/
def logPartition (x : ι → ℝ) : ℝ := Real.log (∑ i, Real.exp (x i))

/-- The negative entropy `∑ p i log (p i)` of a vector with nonnegative entries,
with `0 log 0 = 0`. -/
def negEntropy (p : ι → ℝ) : ℝ := ∑ i, p i * Real.log (p i)

/-- The Legendre objective `∑ p i * x i - log ∑ exp (x i)` on a nonempty finite set of states. For a
probability vector `p`, the first sum is the mean potential. -/
def objective (p x : ι → ℝ) : ℝ := ∑ i, p i * x i - logPartition x

/-- The Boltzmann weight of state `i` in the potentials `x`, on a nonempty finite set
of states. -/
def boltzmann (x : ι → ℝ) (i : ι) : ℝ := Real.exp (x i) / ∑ j, Real.exp (x j)

/-- The partition function of a nonempty finite set of states is positive. -/
theorem partition_pos [Nonempty ι] (x : ι → ℝ) : 0 < ∑ i, Real.exp (x i) :=
  Finset.sum_pos (fun i _ => Real.exp_pos (x i)) Finset.univ_nonempty

/-- The Boltzmann weights on a nonempty finite set of states sum to one. -/
theorem sum_boltzmann [Nonempty ι] (x : ι → ℝ) : ∑ i, boltzmann x i = 1 := by
  simp only [boltzmann]
  rw [← Finset.sum_div, div_self (partition_pos x).ne']

/-- For a weight `a ≥ 0` and a weight `b > 0`, the negative of a relative-entropy term obeys
`a (log b - log a) ≤ b - a`. -/
theorem term_le {a b : ℝ} (ha : 0 ≤ a) (hb : 0 < b) :
    a * (Real.log b - Real.log a) ≤ b - a := by
  rcases ha.eq_or_lt with h | h
  · simpa [← h] using hb.le
  · have h1 := Real.log_le_sub_one_of_pos (div_pos hb h)
    rw [Real.log_div hb.ne' h.ne'] at h1
    calc a * (Real.log b - Real.log a) ≤ a * (b / a - 1) :=
          mul_le_mul_of_nonneg_left h1 ha
      _ = b - a := by field_simp

/-- For entries `p i` that sum to one, the difference `objective p x - negEntropy p` is
`∑ p i (log q i - log p i)`, where `q` are the Boltzmann weights of `x`. -/
theorem objective_sub_negEntropy [Nonempty ι] {p : ι → ℝ} (hp : ∑ i, p i = 1) (x : ι → ℝ) :
    objective p x - negEntropy p
      = ∑ i, p i * (Real.log (boltzmann x i) - Real.log (p i)) := by
  have h : ∀ i, Real.log (boltzmann x i) = x i - logPartition x := by
    intro i
    rw [boltzmann, Real.log_div (Real.exp_pos _).ne' (partition_pos x).ne', Real.log_exp,
      logPartition]
  have e : ∑ i, p i * logPartition x = logPartition x := by
    rw [← Finset.sum_mul, hp, one_mul]
  simp only [h, mul_sub, Finset.sum_sub_distrib, e, objective, negEntropy]

/-- For a probability vector, no choice of potentials lifts the Legendre objective above the
negative entropy. -/
theorem objective_le [Nonempty ι] {p : ι → ℝ} (hp : IsProb p) (x : ι → ℝ) :
    objective p x ≤ negEntropy p := by
  have h := Finset.sum_le_sum (s := Finset.univ) (fun i _ =>
    term_le (hp.1 i) (div_pos (Real.exp_pos (x i)) (partition_pos x) : 0 < boltzmann x i))
  rw [← objective_sub_negEntropy hp.2 x, Finset.sum_sub_distrib, sum_boltzmann, hp.2] at h
  linarith

end

end ObjectiveLe
```

Lean reports:

```
Main.lean:68:6: error: Tactic `rewrite` failed: Did not find an occurrence of the pattern
  ∑ i, p i * (Real.log (boltzmann x i) - Real.log (p i))
in the target expression
  ∑ i, p i * (Real.log (Real.exp (x i) / ∑ j, Real.exp (x j)) - Real.log (p i)) ≤
    ∑ i, (Real.exp (x i) / ∑ j, Real.exp (x j) - p i)

ι : Type u_1
inst✝¹ : Fintype ι
inst✝ : Nonempty ι
p : ι → ℝ
hp : IsProb p
x : ι → ℝ
h :
  ∑ i, p i * (Real.log (Real.exp (x i) / ∑ j, Real.exp (x j)) - Real.log (p i)) ≤
    ∑ i, (Real.exp (x i) / ∑ j, Real.exp (x j) - p i)
⊢ objective p x ≤ negEntropy p
```

The repair, with which the file compiles:

```diff
@@ -64,6 +64,8 @@
 theorem objective_le [Nonempty ι] {p : ι → ℝ} (hp : IsProb p) (x : ι → ℝ) :
     objective p x ≤ negEntropy p := by
-  have h := Finset.sum_le_sum (s := Finset.univ) (fun i _ =>
-    term_le (hp.1 i) (div_pos (Real.exp_pos (x i)) (partition_pos x) : 0 < boltzmann x i))
+  have hq : ∀ i, 0 < boltzmann x i := fun i => div_pos (Real.exp_pos (x i)) (partition_pos x)
+  have h : ∑ i, p i * (Real.log (boltzmann x i) - Real.log (p i))
+      ≤ ∑ i, (boltzmann x i - p i) :=
+    Finset.sum_le_sum fun i _ => term_le (hp.1 i) (hq i)
   rw [← objective_sub_negEntropy hp.2 x, Finset.sum_sub_distrib, sum_boltzmann, hp.2] at h
   linarith
```

Diagnosis. The message says that the first rewrite, with `objective_sub_negEntropy` read from right to left, looks for a sum containing `boltzmann x i`, while `h` contains the quotient `Real.exp (x i) / ∑ j, Real.exp (x j)`. The two are equal by definition, but `rw` does not unfold an ordinary definition such as `boltzmann` to find its pattern.

The quotient got into `h` despite the ascription `: 0 < boltzmann x i`. An ascription makes Lean check the term against that type, but leaves no mark on the term. The type Lean then infers from `div_pos` is about the quotient, and this fixed `b` in `term_le`.

The repair proves positivity as `hq`, whose declared type names `boltzmann x i`, so `term_le` now takes `b` in that form. It also states the type of `h` in full, with `boltzmann` on both sides. The first rewrite now finds its sum, and `sum_boltzmann` finds its own on the right.
